# A twice continuously differentiable covariance kernel for energies gives a positive semidefinite force covariance matrix

Suppose a Gaussian-process potential is trained on forces, and its matrix of force covariances has a negative eigenvalue. Then some linear combination of force components has a negative variance, and no Gaussian distribution with that covariance exists. The model has no valid prior for the forces it is meant to learn.

In exact arithmetic, this cannot happen when the force covariances are mixed derivatives of an energy kernel that is symmetric, positive semidefinite and twice continuously differentiable. Write $U(x)$ for the random energy of configuration $x$ and $k(x,y)$ for the covariance of $U(x)$ and $U(y)$. Since force is minus the gradient of $U$, two minus signs enter each force covariance and cancel.

## Energies and their covariance

```lean
import Mathlib

open Finset

namespace ForceCovariance

variable {E : Type*} [NormedAddCommGroup E] [NormedSpace ℝ E] {k : E → E → ℝ}
```

Configurations live in a real normed space `E`. For $M$ atoms in three dimensions, one may take $E=\mathbb R^{3M}$, so a "point" below is a whole configuration. The kernel `k` takes two configurations and returns a real number.

```lean
/-- An energy kernel is a covariance kernel if it is symmetric and all its finite quadratic
forms are nonnegative. -/
structure IsCovarianceKernel (k : E → E → ℝ) : Prop where
  symm : ∀ x y, k x y = k y x
  nonneg : ∀ (ι : Type) [Fintype ι] (x : ι → E) (c : ι → ℝ),
    0 ≤ ∑ a, ∑ b, c a * c b * k (x a) (x b)
```

`IsCovarianceKernel k` bundles two conditions: $k(x,y)=k(y,x)$, and for any finite list of points $x_a$ and real weights $c_a$,
$$\sum_{a,b} c_a c_b\,k(x_a,x_b)\ge 0 .$$
The left side is the variance of $\sum_a c_a U(x_a)$. The type `ι` holds the labels $a$, and `Fintype ι` says that there are finitely many.

```lean
/-- The force covariance of an energy kernel: its mixed derivative at `(x, y)`, along `v` in the
first argument and along `w` in the second. -/
noncomputable def forceCov (k : E → E → ℝ) (x v y w : E) : ℝ :=
  deriv (fun s : ℝ => deriv (fun t : ℝ => k (x + s • v) (y + t • w)) 0) 0
```

For directions $v$ and $w$, this defines
$$C(x,v;y,w)=\partial_s\partial_t\,k(x+sv,\,y+tw)\big|_{s=t=0}.$$
The inner `deriv` acts on the second argument, the outer one on the first. Calling this number a force covariance is the step from the model to physics: the Lean code contains no random energy function, and that differentiation may be exchanged with the average over such functions is taken from outside.

## Curvature at a minimum

```lean
/-- A nonnegative differentiable function that vanishes at the origin has a nonnegative second
derivative there, if that second derivative exists. -/
theorem second_deriv_nonneg {φ φ' : ℝ → ℝ} {c : ℝ} (h1 : ∀ s, HasDerivAt φ (φ' s) s)
    (h2 : HasDerivAt φ' c 0) (h0 : φ 0 = 0) (hpos : ∀ s, 0 ≤ φ s) : 0 ≤ c := by
  have hm : IsLocalMin φ 0 := Filter.Eventually.of_forall (fun s => h0.le.trans (hpos s))
  have hz : φ' 0 = 0 := hm.hasDerivAt_eq_zero (h1 0)
  by_contra hc
  rw [not_le] at hc
  -- a negative second derivative makes the slope negative just right of the origin
  have hev := (hasDerivAt_iff_tendsto_slope.mp h2).eventually (Iio_mem_nhds hc)
  rw [eventually_nhdsWithin_iff, Metric.eventually_nhds_iff] at hev
  obtain ⟨δ, hδ, H⟩ := hev
  obtain ⟨r, hr, he⟩ := exists_hasDerivAt_eq_slope φ φ' (half_pos hδ)
    (fun s _ => (h1 s).continuousAt.continuousWithinAt) (fun s _ => h1 s)
  have hs : slope φ' 0 r < 0 :=
    H (y := r) (by rw [Real.dist_eq, sub_zero, abs_of_pos hr.1]; linarith [hr.2]) hr.1.ne'
  simp only [slope_def_field, hz, sub_zero] at hs
  have hr' : 0 ≤ φ' r := by
    rw [he]
    exact div_nonneg (by rw [h0]; linarith [hpos (δ / 2)]) (by linarith)
  exact not_lt_of_ge (div_nonneg hr' hr.1.le) hs
```

`HasDerivAt φ a s` says that $\varphi$ has derivative $a$ at $s$. The theorem takes $\varphi\ge 0$ with $\varphi(0)=0$ and second derivative $c$ at $0$, and concludes $c\ge 0$.

By hand: $0$ is a minimum, so $\varphi'(0)=0$. Suppose $c<0$. Since $\varphi'(r)/r\to c$ as $r\to0$, there is a $\delta>0$ with $\varphi'(r)/r<0$ for $0<r<\delta$. The mean value theorem on $[0,\delta/2]$ gives an $r$ inside the interval with
$$\varphi'(r)=\frac{\varphi(\delta/2)-\varphi(0)}{\delta/2}\ge 0,$$
a contradiction. In Lean, `H` supplies the negative quotient and `exists_hasDerivAt_eq_slope` is the mean value theorem.

## Mixed derivatives as Hessian entries

```lean
/-- Chain rule along a straight line for a twice continuously differentiable function. -/
theorem hasDerivAt_line {F : Type*} [NormedAddCommGroup F] [NormedSpace ℝ F] {K : F → ℝ}
    (hK : ContDiff ℝ 2 K) (p u : F) (s : ℝ) :
    HasDerivAt (fun s : ℝ => K (p + s • u)) (fderiv ℝ K (p + s • u) u) s := by
  have hl : HasDerivAt (fun s : ℝ => p + s • u) u s :=
    (((hasDerivAt_id' s).smul_const u).const_add p).congr_deriv (one_smul ℝ u)
  exact ((hK.differentiable (by norm_num)) (p + s • u)).hasFDerivAt.comp_hasDerivAt s hl
```

`ContDiff ℝ 2 K` means that $K$ is twice continuously differentiable, and `fderiv` is the total derivative $D$, a linear map on directions. The statement is the chain rule
$$\frac{d}{ds}K(p+su)=DK(p+su)[u].$$

```lean
/-- For a twice continuously differentiable function, the slope along `z` changes along `u` at
the rate given by the second derivative. -/
theorem hasDerivAt_slope {F : Type*} [NormedAddCommGroup F] [NormedSpace ℝ F] {K : F → ℝ}
    (hK : ContDiff ℝ 2 K) (p u z : F) :
    HasDerivAt (fun s : ℝ => fderiv ℝ K (p + s • u) z) (fderiv ℝ (fderiv ℝ K) p u z) 0 := by
  have hl : HasDerivAt (fun s : ℝ => p + s • u) u 0 :=
    (((hasDerivAt_id' (0 : ℝ)).smul_const u).const_add p).congr_deriv (one_smul ℝ u)
  have hd : Differentiable ℝ (fderiv ℝ K) :=
    (hK.fderiv_right (m := 1) one_add_one_eq_two.le).differentiable (by norm_num)
  have h := (hd (p + (0 : ℝ) • u)).hasFDerivAt.comp_hasDerivAt (0 : ℝ) hl
  exact (h.clm_apply (hasDerivAt_const (0 : ℝ) z)).congr_deriv (by simp)
```

Differentiating once more, with a fixed direction $z$, gives
$$\frac{d}{ds}DK(p+su)[z]\Big|_{s=0}=D^2K(p)[u,z].$$
The proof applies the chain rule to $DK$, which is differentiable because $K$ is twice continuously differentiable.

```lean
/-- For a twice continuously differentiable kernel, the force covariance is the mixed entry of
the second derivative of the kernel on pairs of configurations. -/
theorem forceCov_eq (hC : ContDiff ℝ 2 (Function.uncurry k)) (x v y w : E) :
    forceCov k x v y w =
      fderiv ℝ (fderiv ℝ (Function.uncurry k)) (x, y) (v, 0) (0, w) := by
  have h : ∀ s : ℝ, deriv (fun t : ℝ => k (x + s • v) (y + t • w)) 0 =
      fderiv ℝ (Function.uncurry k) ((x, y) + s • (v, 0)) (0, w) := fun s => by
    simpa only [Prod.smul_mk, Prod.mk_add_mk, smul_zero, zero_smul, add_zero,
      Function.uncurry_apply_pair] using (hasDerivAt_line hC (x + s • v, y) (0, w) 0).deriv
  simp only [forceCov, h]
  exact (hasDerivAt_slope hC (x, y) (v, 0) (0, w)).deriv
```

`Function.uncurry k` is the same kernel regarded as a function $K$ of the pair $(x,y)$. Varying only the second argument means moving along $(0,w)$; varying only the first means moving along $(v,0)$. Applying the two previous results in turn gives
$$C(x,v;y,w)=D^2K(x,y)[(v,0),(0,w)].$$

```lean
/-- For a twice continuously differentiable covariance kernel, the force covariance is unchanged
when the two points are exchanged together with their directions. -/
theorem forceCov_symm (hk : IsCovarianceKernel k) (hC : ContDiff ℝ 2 (Function.uncurry k))
    (x v y w : E) : forceCov k x v y w = forceCov k y w x v := by
  have h : ∀ s : ℝ, deriv (fun t : ℝ => k (y + s • w) (x + t • v)) 0 =
      fderiv ℝ (Function.uncurry k) ((x, y) + s • (0, w)) (v, 0) := fun s => by
    have hs : (fun t : ℝ => k (y + s • w) (x + t • v)) =
        fun t : ℝ => k (x + t • v) (y + s • w) := funext fun t => hk.symm _ _
    rw [hs]
    simpa only [Prod.smul_mk, Prod.mk_add_mk, smul_zero, zero_smul, add_zero,
      Function.uncurry_apply_pair] using (hasDerivAt_line hC (x, y + s • w) (v, 0) 0).deriv
  rw [forceCov_eq hC x v y w, (hC.contDiffAt.isSymmSndFDerivAt (by simp)).eq (v, 0) (0, w)]
  simp only [forceCov, h]
  exact (hasDerivAt_slope hC (x, y) (0, w) (v, 0)).deriv.symm
```

Exchanging the two points together with their directions leaves the covariance unchanged. Kernel symmetry gives $k(y+sw,x+tv)=k(x+tv,y+sw)$, so
$$C(y,w;x,v)=D^2K(x,y)[(0,w),(v,0)].$$
The second derivative is symmetric in its two slots, which Lean obtains from `isSymmSndFDerivAt`, and the right side is therefore $C(x,v;y,w)$.

```lean
/-- For a twice continuously differentiable kernel, the force covariance scales linearly with
each of the two directions. -/
theorem forceCov_smul (hC : ContDiff ℝ 2 (Function.uncurry k)) (x v y w : E) (c d : ℝ) :
    forceCov k x (c • v) y (d • w) = c * d * forceCov k x v y w := by
  have h1 : ((c • v, 0) : E × E) = c • (v, 0) := by simp
  have h2 : ((0, d • w) : E × E) = d • (0, w) := by simp
  rw [forceCov_eq hC, forceCov_eq hC, h1, h2]
  simp only [map_smul, smul_apply, smul_eq_mul]
  ring
```

Because $(cv,0)=c(v,0)$ and $(0,dw)=d(0,w)$, linearity of $D^2K$ in each slot gives
$$C(x,cv;y,dw)=cd\,C(x,v;y,w).$$
Here $c$ and $d$ are real numbers.

## From energy differences to forces

```lean
/-- For a twice continuously differentiable covariance kernel, the sum of force covariances over
all pairs from finitely many points with attached directions is nonnegative. -/
theorem sum_forceCov_nonneg {ι : Type} [Fintype ι] (hk : IsCovarianceKernel k)
    (hC : ContDiff ℝ 2 (Function.uncurry k)) (x v : ι → E) :
    0 ≤ ∑ a, ∑ b, forceCov k (x a) (v a) (x b) (v b) := by
  let K := Function.uncurry k
  -- the quadratic form of displaced minus original points, as a function of the displacement
  have key : 0 ≤ ∑ a, ∑ b, 2 * forceCov k (x a) (v a) (x b) (v b) := by
    refine second_deriv_nonneg
      (φ := fun s => ∑ a, ∑ b, (K ((x a, x b) + s • (v a, v b)) - K ((x a, x b) + s • (v a, 0))
        - K ((x a, x b) + s • (0, v b)) + K (x a, x b)))
      (φ' := fun s => ∑ a, ∑ b, (fderiv ℝ K ((x a, x b) + s • (v a, v b)) (v a, v b)
        - fderiv ℝ K ((x a, x b) + s • (v a, 0)) (v a, 0)
        - fderiv ℝ K ((x a, x b) + s • (0, v b)) (0, v b))) ?_ ?_ ?_ ?_
    · intro s
      exact HasDerivAt.fun_sum fun a _ => HasDerivAt.fun_sum fun b _ =>
        (((hasDerivAt_line hC _ _ s).fun_sub (hasDerivAt_line hC _ _ s)).fun_sub
          (hasDerivAt_line hC _ _ s)).add_const _
    · refine HasDerivAt.fun_sum fun a _ => HasDerivAt.fun_sum fun b _ => ?_
      refine (((hasDerivAt_slope hC _ _ _).fun_sub (hasDerivAt_slope hC _ _ _)).fun_sub
        (hasDerivAt_slope hC _ _ _)).congr_deriv ?_
      -- only the two equal mixed terms survive
      have hs := (hC.contDiffAt (x := (x a, x b)).isSymmSndFDerivAt (by simp)).eq
        (v a, 0) (0, v b)
      have hu : ((v a, v b) : E × E) = (v a, 0) + (0, v b) := by simp
      rw [forceCov_eq hC, hu]
      simp only [map_add, add_apply]
      linarith
    · simp
    · intro s
      have h := hk.nonneg (ι ⊕ ι) (Sum.elim (fun a => x a + s • v a) x)
        (Sum.elim (fun _ => 1) (fun _ => -1))
      simp only [Fintype.sum_sum_type, Sum.elim_inl, Sum.elim_inr] at h
      refine h.trans_eq ?_
      simp only [← Finset.sum_add_distrib]
      refine Finset.sum_congr rfl fun a _ => Finset.sum_congr rfl fun b _ => ?_
      simp only [K, Function.uncurry_apply_pair, Prod.smul_mk, Prod.mk_add_mk, smul_zero,
        add_zero]
      ring
  simp only [← Finset.mul_sum] at key
  linarith
```

Given points $x_a$ with directions $v_a$, the theorem states
$$\sum_{a,b}C(x_a,v_a;x_b,v_b)\ge0.$$

For the derivation, put weight $+1$ on each displaced point $x_a+sv_a$ and $-1$ on each original point $x_a$. Kernel positivity says that
$$\varphi(s)=\sum_{a,b}\big[k(x_a+sv_a,x_b+sv_b)-k(x_a+sv_a,x_b)-k(x_a,x_b+sv_b)+k(x_a,x_b)\big]$$
is nonnegative. It is the variance of $\sum_a[U(x_a+sv_a)-U(x_a)]$, and it vanishes at $s=0$.

With $H_{ab}=D^2K(x_a,x_b)$, the second derivative of the $(a,b)$ term at $s=0$ is
$$H_{ab}[(v_a,v_b),(v_a,v_b)]-H_{ab}[(v_a,0),(v_a,0)]-H_{ab}[(0,v_b),(0,v_b)].$$
Expanding the first entry with $(v_a,v_b)=(v_a,0)+(0,v_b)$ leaves the two mixed terms, which are equal, so the result is $2C(x_a,v_a;x_b,v_b)$. The curvature theorem makes the sum of these nonnegative, and dividing by $2$ finishes the argument.

The four bullets in Lean check the first derivative, the second derivative, $\varphi(0)=0$ and $\varphi\ge0$. The doubled label type `ι ⊕ ι` holds the displaced and original points together.

The smallest nontrivial case has one point $x$ and one direction $v$:
$$\varphi(s)=k(x+sv,x+sv)-2k(x+sv,x)+k(x,x).$$
This is the variance of a single energy difference. Divided by $s^2$, it tends to $C(x,v;x,v)$ as $s\to0$: the variance of a finite-difference force becomes the variance of the force component.

## The covariance matrix and its bounds

```lean
/-- Force covariances are valid: for a twice continuously differentiable covariance kernel, the
force covariance matrix of finitely many points and directions is positive semidefinite. -/
theorem forceCov_posSemidef {ι : Type} [Fintype ι] (hk : IsCovarianceKernel k)
    (hC : ContDiff ℝ 2 (Function.uncurry k)) (x v : ι → E) :
    (Matrix.of fun a b => forceCov k (x a) (v a) (x b) (v b)).PosSemidef := by
  refine Matrix.PosSemidef.of_dotProduct_mulVec_nonneg ?_ fun c => ?_
  · refine Matrix.IsHermitian.ext fun a b => ?_
    simp only [Matrix.of_apply, star_trivial]
    exact forceCov_symm hk hC _ _ _ _
  · -- the coefficients are absorbed into the directions
    refine (sum_forceCov_nonneg hk hC x (fun a => c a • v a)).trans_eq ?_
    simp only [dotProduct, Matrix.mulVec, Matrix.of_apply, Pi.star_apply, star_trivial,
      Finset.mul_sum]
    refine Finset.sum_congr rfl fun a _ => Finset.sum_congr rfl fun b _ => ?_
    rw [forceCov_smul hC]
    ring
```

`PosSemidef` requires a matrix to be Hermitian, which for real entries means symmetric, and to have a nonnegative quadratic form. Symmetry comes from `forceCov_symm`. For real coefficients $c_a$, scaling gives
$$\sum_{a,b}c_ac_b\,C(x_a,v_a;x_b,v_b)=\sum_{a,b}C(x_a,c_av_a;x_b,c_bv_b)\ge0.$$
The coefficients have been absorbed into the directions, so the previous theorem applies.

```lean
/-- For a twice continuously differentiable covariance kernel on `R^d`, the matrix of covariances
between all Cartesian force components at finitely many points is positive semidefinite. -/
theorem cartesian_posSemidef {ι : Type} [Fintype ι] {d : ℕ}
    {k : EuclideanSpace ℝ (Fin d) → EuclideanSpace ℝ (Fin d) → ℝ} (hk : IsCovarianceKernel k)
    (hC : ContDiff ℝ 2 (Function.uncurry k)) (x : ι → EuclideanSpace ℝ (Fin d)) :
    (Matrix.of fun p q : ι × Fin d => forceCov k (x p.1) (EuclideanSpace.single p.2 1)
      (x q.1) (EuclideanSpace.single q.2 1)).PosSemidef :=
  forceCov_posSemidef hk hC (fun p : ι × Fin d => x p.1)
    (fun p => EuclideanSpace.single p.2 1)
```

On $\mathbb R^d$, a row or column is labelled by a pair `(a, i)`: a configuration and a Cartesian component, with `i` running from $0$ to $d-1$. `EuclideanSpace.single i 1` is the unit vector along that component. For $N$ configurations this is the full $Nd\times Nd$ prior covariance matrix of the forces in a Gaussian-process model of the energy, before any noise variance is added. The theorem asks that the kernel be twice continuously differentiable on all pairs of configurations. Zero eigenvalues are allowed.

```lean
/-- For a twice continuously differentiable covariance kernel, the squared covariance of two force
components is at most the product of their variances. -/
theorem forceCov_sq_le (hk : IsCovarianceKernel k) (hC : ContDiff ℝ 2 (Function.uncurry k))
    (x v y w : E) :
    forceCov k x v y w ^ 2 ≤ forceCov k x v x v * forceCov k y w y w := by
  have h : ∀ t : ℝ, 0 ≤ forceCov k y w y w * (t * t) + 2 * forceCov k x v y w * t
      + forceCov k x v x v := fun t => by
    have h2 := sum_forceCov_nonneg hk hC ![x, y] ![(1 : ℝ) • v, t • w]
    simp only [Fin.sum_univ_two, Matrix.cons_val_zero, Matrix.cons_val_one,
      forceCov_smul hC] at h2
    rw [forceCov_symm hk hC y w x v] at h2
    linarith
  have hd := discrim_le_zero h
  unfold discrim at hd
  linarith
```

This is the Cauchy–Schwarz bound
$$C(x,v;y,w)^2\le C(x,v;x,v)\,C(y,w;y,w).$$
Apply the sum theorem to the points $x,y$ with directions $v,tw$. For every real $t$,
$$C(y,w;y,w)\,t^2+2C(x,v;y,w)\,t+C(x,v;x,v)\ge0.$$
The discriminant is therefore at most zero, which is the bound after division by $4$.

## A linear energy model

```lean
/-- The inner-product kernel on `R^d` is a twice continuously differentiable covariance kernel,
and its force covariance along `v` and `w` is their inner product. -/
theorem inner_kernel_witness (d : ℕ) :
    IsCovarianceKernel (fun x y : EuclideanSpace ℝ (Fin d) => inner ℝ x y) ∧
    ContDiff ℝ 2 (Function.uncurry fun x y : EuclideanSpace ℝ (Fin d) => inner ℝ x y) ∧
    ∀ x v y w : EuclideanSpace ℝ (Fin d),
      forceCov (fun x y => inner ℝ x y) x v y w = inner ℝ v w := by
  refine ⟨⟨fun x y => real_inner_comm y x, fun ι _ x c => ?_⟩,
    contDiff_fst.inner ℝ contDiff_snd, fun x v y w => ?_⟩
  · -- the quadratic form is the squared length of the weighted sum of the points
    refine (real_inner_self_nonneg (x := ∑ a, c a • x a)).trans_eq ?_
    rw [sum_inner]
    refine Finset.sum_congr rfl fun a _ => ?_
    rw [inner_sum]
    refine Finset.sum_congr rfl fun b _ => ?_
    rw [real_inner_smul_left, real_inner_smul_right]
    ring
  · have h : ∀ s : ℝ, deriv (fun t : ℝ => inner ℝ (x + s • v) (y + t • w)) 0 =
        inner ℝ (x + s • v) w := fun s => by
      simp only [inner_add_right, real_inner_smul_right]
      exact ((((hasDerivAt_id' (0 : ℝ)).mul_const _).const_add _).congr_deriv (one_mul _)).deriv
    simp only [forceCov, h]
    simp only [inner_add_left, real_inner_smul_left]
    exact ((((hasDerivAt_id' (0 : ℝ)).mul_const _).const_add _).congr_deriv (one_mul _)).deriv

end ForceCovariance
```

The kernel $k(x,y)=x\cdot y$ satisfies every assumption. Its quadratic form is $\left|\sum_a c_ax_a\right|^2$, and differentiating $(x+sv)\cdot(y+tw)$ first in $t$ and then in $s$ gives $C(x,v;y,w)=v\cdot w$.

Physically, this kernel describes an energy $U(x)=g\cdot x$ whose random coefficients $g$ have mean zero and identity covariance. The force $-g$ is the same at every configuration, which is why its covariance depends only on the directions.

```lean
#print axioms ForceCovariance.forceCov_posSemidef
#print axioms ForceCovariance.cartesian_posSemidef
#print axioms ForceCovariance.forceCov_sq_le
```

```
'ForceCovariance.forceCov_posSemidef' depends on axioms: [propext, Classical.choice, Quot.sound]
'ForceCovariance.cartesian_posSemidef' depends on axioms: [propext, Classical.choice, Quot.sound]
'ForceCovariance.forceCov_sq_le' depends on axioms: [propext, Classical.choice, Quot.sound]
```
